# A non-degenerate level of $k\cdot S$ with energy $|k|s$ has Chern number $-2s$

The Berry curvature is defined here by the Kubo sum over the eigenstates of different energy, not by differentiating eigenvectors. At each momentum $k\ne0$ one then needs only an orthonormal eigenbasis of $H(k)=k\cdot S$, and the bases at different momenta need not join smoothly. The Chern number is the outward Berry flux through a sphere around $k=0$, divided by $2\pi$, with the sign convention of the connection $i\langle m|\nabla m\rangle$. The three matrices $S_a$ are Hermitian and obey the angular-momentum algebra with $\hbar=1$. This is a non-interacting, isotropic, linear model of a band crossing; spin 1/2 gives a Weyl node.

## Spin matrices, eigenframes and curvature

```lean
import Mathlib

open Matrix

namespace SpinMonopole

noncomputable section

variable {ι : Type*} [Fintype ι] [DecidableEq ι]
```

The finite type `ι` labels the basis states, so the dimension is finite but otherwise free.

```lean
/-- Three Hermitian matrices with the angular-momentum commutators (indices are cyclic). -/
structure IsSpin (S : Fin 3 → Matrix ι ι ℂ) : Prop where
  herm : ∀ a, (S a).IsHermitian
  comm : ∀ a, S (a + 1) * S (a + 2) - S (a + 2) * S (a + 1) = Complex.I • S a
```

`IsSpin S` says that each $S_a$ is Hermitian and that $[S_{a+1},S_{a+2}]=iS_a$. The axes $x,y,z$ are numbered $0,1,2$, and addition in `Fin 3` wraps around, so one line covers all three commutators.

```lean
/-- The Hamiltonian `k·S` at momentum `k`. -/
def hamiltonian (S : Fin 3 → Matrix ι ι ℂ) (k : Fin 3 → ℝ) : Matrix ι ι ℂ :=
  ∑ a, (k a : ℂ) • S a
```

This is $H(k)=\sum_a k_aS_a$, with real $k_a$. The symbol `•` multiplies by a scalar. The momentum gradient is $\partial H/\partial k_a=S_a$.

```lean
/-- The columns of `U` are orthonormal eigenvectors of `H` with energies `E`. -/
structure IsEigenframe (H U : Matrix ι ι ℂ) (E : ι → ℝ) : Prop where
  unit : Uᴴ * U = 1
  eig : H * U = U * diagonal (fun n => (E n : ℂ))
```

The columns of $U$ are orthonormal eigenvectors: $U^\dagger U=1$ and $HU=U\,\mathrm{diag}(E_n)$. Lean writes the dagger as `ᴴ`.

```lean
/-- The matrices `S a` written in the basis formed by the columns of `U`. -/
def inFrame (U : Matrix ι ι ℂ) (S : Fin 3 → Matrix ι ι ℂ) (a : Fin 3) : Matrix ι ι ℂ :=
  Uᴴ * S a * U
```

In that basis the spin matrices become $T_a=U^\dagger S_aU$.

```lean
/-- Component `a` of the Berry curvature of state `m`, as a sum over the states of different energy;
`S` is the momentum gradient of the Hamiltonian. -/
def berryCurvature (S : Fin 3 → Matrix ι ι ℂ) (U : Matrix ι ι ℂ) (E : ι → ℝ) (m : ι)
    (a : Fin 3) : ℝ :=
  -2 * (∑ n with E n ≠ E m, inFrame U S (a + 1) m n * inFrame U S (a + 2) n m /
    ((E m : ℂ) - E n) ^ 2).im
```

In ordinary notation,
$$\Omega_a=-2\,\mathrm{Im}\sum_{E_n\ne E_m}\frac{(T_{a+1})_{mn}(T_{a+2})_{nm}}{(E_m-E_n)^2}.$$
The sign belongs to the connection $i\langle m|\nabla m\rangle$. For a degenerate level, this is one diagonal element of the matrix-valued curvature.

```lean
/-- The squared length of a momentum vector. -/
def kSq (k : Fin 3 → ℝ) : ℝ := ∑ a, k a ^ 2
```

`kSq k` is $|k|^2$.

## The double commutator closes the sum

```lean
/-- A sum over the three axes may start at any axis. -/
theorem sum_cyclic {M : Type*} [AddCommMonoid M] (a : Fin 3) (f : Fin 3 → M) :
    ∑ b, f b = f a + f (a + 1) + f (a + 2) := by
  rw [Fin.sum_univ_three]
  fin_cases a
  · rfl
  · change f 0 + f 1 + f 2 = f 1 + f 2 + f 0
    abel
  · change f 0 + f 1 + f 2 = f 2 + f 0 + f 1
    abel
```

A sum over three axes can start at any of them, which lets one calculation serve every component.

```lean
/-- The angular-momentum algebra holds in every orthonormal basis. -/
theorem IsSpin.inFrame {S : Fin 3 → Matrix ι ι ℂ} (hS : IsSpin S) {U : Matrix ι ι ℂ}
    (hU : Uᴴ * U = 1) : IsSpin (inFrame U S) := by
  have hU' : U * Uᴴ = 1 := mul_eq_one_comm.mp hU
  have key : ∀ A B : Matrix ι ι ℂ, (Uᴴ * A * U) * (Uᴴ * B * U) = Uᴴ * (A * B) * U := by
    intro A B
    calc (Uᴴ * A * U) * (Uᴴ * B * U) = Uᴴ * A * (U * Uᴴ) * B * U := by
          simp only [Matrix.mul_assoc]
      _ = Uᴴ * (A * B) * U := by rw [hU']; simp only [Matrix.mul_assoc, Matrix.one_mul]
  refine ⟨fun a => ?_, fun a => ?_⟩
  · unfold SpinMonopole.inFrame Matrix.IsHermitian
    rw [conjTranspose_mul, conjTranspose_mul, conjTranspose_conjTranspose, (hS.herm a).eq,
      Matrix.mul_assoc]
  · unfold SpinMonopole.inFrame
    rw [key, key, ← Matrix.sub_mul, ← Matrix.mul_sub, hS.comm a, Matrix.mul_smul,
      Matrix.smul_mul]
```

A unitary change of basis preserves Hermiticity and the commutators, because $UU^\dagger=1$ can be inserted or removed between factors.

```lean
/-- In the eigenbasis of `k·T`, the squared energy gap times a matrix element of `T a` equals
`|k|²` times that element, minus `k a` times the matrix element of `k·T`. -/
theorem gap_sq_mul {T : Fin 3 → Matrix ι ι ℂ} (hT : IsSpin T) {k : Fin 3 → ℝ} {E : ι → ℝ}
    (hD : hamiltonian T k = diagonal (fun n => (E n : ℂ))) (a : Fin 3) (m n : ι) :
    ((E m : ℂ) - E n) ^ 2 * T a m n =
      (kSq k : ℂ) * T a m n - k a * diagonal (fun n => (E n : ℂ)) m n := by
  have i11 : ∀ b : Fin 3, b + 1 + 1 = b + 2 := by decide
  have i12 : ∀ b : Fin 3, b + 1 + 2 = b := by decide
  have i21 : ∀ b : Fin 3, b + 2 + 1 = b := by decide
  have i22 : ∀ b : Fin 3, b + 2 + 2 = b + 1 := by decide
  -- commuting with `k·T` turns `T` into `i T × k`
  have l : ∀ b, ((E m : ℂ) - E n) * T b m n =
      Complex.I * (k (b + 2) * T (b + 1) m n - k (b + 1) * T (b + 2) m n) := by
    intro b
    have c1 := hT.comm (b + 1)
    have c2 := hT.comm (b + 2)
    rw [i11, i12] at c1
    rw [i21, i22] at c2
    have h0 : hamiltonian T k * T b - T b * hamiltonian T k =
        Complex.I • ((k (b + 2) : ℂ) • T (b + 1) - (k (b + 1) : ℂ) • T (b + 2)) := by
      unfold hamiltonian
      rw [sum_cyclic b]
      simp only [add_mul, mul_add, smul_mul_assoc, mul_smul_comm]
      linear_combination (norm := module) (k (b + 2) : ℂ) • c1 - (k (b + 1) : ℂ) • c2
    rw [hD] at h0
    have h := congrFun (congrFun h0 m) n
    simp only [Matrix.sub_apply, Matrix.diagonal_mul, Matrix.mul_diagonal, Matrix.smul_apply,
      smul_eq_mul] at h
    linear_combination h
  have h := congrFun (congrFun hD m) n
  unfold hamiltonian at h
  rw [sum_cyclic a] at h
  simp only [Matrix.add_apply, Matrix.smul_apply, smul_eq_mul] at h
  have l1 := l (a + 1)
  have l2 := l (a + 2)
  rw [i11, i12] at l1
  rw [i21, i22] at l2
  have q : (kSq k : ℂ) = (k a : ℂ) ^ 2 + (k (a + 1) : ℂ) ^ 2 + (k (a + 2) : ℂ) ^ 2 := by
    rw [kSq, sum_cyclic a]
    simp
  rw [q]
  -- the double cross product
  linear_combination ((E m : ℂ) - E n) * l a + Complex.I * k (a + 2) * l1 -
    Complex.I * k (a + 1) * l2 - k a * h +
    (k (a + 2) * (k a * T (a + 2) m n - k (a + 2) * T a m n) -
      k (a + 1) * (k (a + 1) * T a m n - k a * T (a + 1) m n)) * Complex.I_sq
```

Let $k\cdot T=\mathrm{diag}(E_n)$ and $\Delta=E_m-E_n$. The commutators give $[k\cdot T,T_a]=i(k_{a+2}T_{a+1}-k_{a+1}T_{a+2})$, whose $mn$ entry is
$$\Delta\,(T_a)_{mn}=i\big(k_{a+2}(T_{a+1})_{mn}-k_{a+1}(T_{a+2})_{mn}\big).$$
Multiply by $\Delta$ and use the same identity for $T_{a+1}$ and $T_{a+2}$:
$$\begin{aligned}\Delta^2(T_a)_{mn}&=(k_{a+1}^2+k_{a+2}^2)(T_a)_{mn}\\&\quad-k_a\big(k_{a+1}T_{a+1}+k_{a+2}T_{a+2}\big)_{mn}\\&=|k|^2(T_a)_{mn}-k_aE_m\delta_{mn}.\end{aligned}$$
In the code, `l` is the single commutator. The final `linear_combination` adds the listed equations with the listed coefficients and checks that the goal follows.

```lean
/-- For `k ≠ 0` the sum over states of different energy, times `|k|²`, is the diagonal element
of the operator product minus the product of the diagonal elements. -/
theorem kSq_mul_sum {T : Fin 3 → Matrix ι ι ℂ} (hT : IsSpin T) {k : Fin 3 → ℝ} {E : ι → ℝ}
    (hD : hamiltonian T k = diagonal (fun n => (E n : ℂ))) (hk : kSq k ≠ 0) (b c : Fin 3)
    (m : ι) : (kSq k : ℂ) * ∑ n with E n ≠ E m, T b m n * T c n m / ((E m : ℂ) - E n) ^ 2 =
      (T b * T c) m m - T b m m * T c m m := by
  have hK : (kSq k : ℂ) ≠ 0 := by exact_mod_cast hk
  have e : (T b * T c) m m - T b m m * T c m m =
      ∑ n, (T b m n * T c n m - if n = m then T b m m * T c m m else 0) := by
    simp [Matrix.mul_apply, Finset.sum_sub_distrib]
  rw [e, Finset.sum_filter, Finset.mul_sum]
  refine Finset.sum_congr rfl fun n _ => ?_
  by_cases hnm : n = m
  · subst hnm; simp
  have g := gap_sq_mul hT hD b m n
  rw [Matrix.diagonal_apply_ne _ (Ne.symm hnm), mul_zero, sub_zero] at g
  by_cases hE : E n = E m
  · -- degenerate partners are not connected by the spin
    have h0 : (kSq k : ℂ) * T b m n = 0 := by rw [← g, hE]; ring
    have h1 : T b m n = 0 := (mul_eq_zero.mp h0).resolve_left hK
    simp [hE, hnm, h1]
  · have hd : (E m : ℂ) - E n ≠ 0 := sub_ne_zero.mpr (by exact_mod_cast Ne.symm hE)
    rw [if_pos hE, if_neg hnm, sub_zero, ← mul_div_assoc, div_eq_iff (pow_ne_zero 2 hd)]
    linear_combination -(T c n m) * g
```

For $n\ne m$ the previous result reads $\Delta^2(T_b)_{mn}=|k|^2(T_b)_{mn}$. If $\Delta=0$, the element vanishes because $k\ne0$. Otherwise $|k|^2(T_b)_{mn}/\Delta^2=(T_b)_{mn}$. Summing over states gives
$$|k|^2\sum_{E_n\ne E_m}\frac{(T_b)_{mn}(T_c)_{nm}}{(E_m-E_n)^2}=(T_bT_c)_{mm}-(T_b)_{mm}(T_c)_{mm}.$$
The `by_cases` lines are these case distinctions.

With $b=c$, the right side is the variance of spin component $b$ in state $m$. For a non-degenerate level the sum on the left is the diagonal quantum metric, which is therefore that variance divided by $|k|^2$.

```lean
/-- At momentum `R u`, with `u` a unit vector, the Berry curvature of state `m`, with energy `R s
m`, is `-s m / R²` times `u`. -/
theorem berryCurvature_monopole {S : Fin 3 → Matrix ι ι ℂ} (hS : IsSpin S) {U : Matrix ι ι ℂ}
    {u : Fin 3 → ℝ} (hu : kSq u = 1) {R : ℝ} (hR : R ≠ 0) {s : ι → ℝ}
    (hU : IsEigenframe (hamiltonian S (R • u)) U (R • s)) (m : ι) (a : Fin 3) :
    R ^ 2 * berryCurvature S U (R • s) m a = -(s m * u a) := by
  have hT := hS.inFrame hU.unit
  have hD : hamiltonian (inFrame U S) (R • u) = diagonal (fun n => ((R • s) n : ℂ)) := by
    have h : hamiltonian (inFrame U S) (R • u) = Uᴴ * hamiltonian S (R • u) * U := by
      simp only [hamiltonian, inFrame, Fin.sum_univ_three, Matrix.mul_add, Matrix.add_mul,
        Matrix.mul_smul, Matrix.smul_mul]
    rw [h, Matrix.mul_assoc, hU.eig, ← Matrix.mul_assoc, hU.unit, Matrix.one_mul]
  have hk : kSq (R • u) = R ^ 2 := by
    have h : kSq (R • u) = R ^ 2 * kSq u := by
      simp only [kSq, Fin.sum_univ_three, Pi.smul_apply, smul_eq_mul]; ring
    rw [h, hu, mul_one]
  have hsum := kSq_mul_sum hT hD (by rw [hk]; exact pow_ne_zero 2 hR) (a + 1) (a + 2) m
  have hdiag := gap_sq_mul hT hD a m m
  rw [hk] at hsum hdiag
  unfold berryCurvature
  generalize inFrame U S = T at *
  -- diagonal elements are real, and the commutator fixes the imaginary part of the product
  have im0 : ∀ b, (T b m m).im = 0 := fun b =>
    Complex.conj_eq_iff_im.mp ((hT.herm b).apply m m)
  have hstar : star ((T (a + 1) * T (a + 2)) m m) = (T (a + 2) * T (a + 1)) m m := by
    rw [← Matrix.conjTranspose_apply, conjTranspose_mul, (hT.herm _).eq, (hT.herm _).eq]
  have hc := congrFun (congrFun (hT.comm a) m) m
  rw [Matrix.sub_apply, ← hstar, Matrix.smul_apply, smul_eq_mul] at hc
  have hc' := congrArg Complex.im hc
  have h1 := congrArg Complex.im hsum
  have h2 : R ^ 2 * (T a m m).re = R ^ 2 * (s m * u a) := by
    rw [Matrix.diagonal_apply_eq, sub_self] at hdiag
    have h := congrArg Complex.re hdiag
    rw [← Complex.ofReal_mul, Complex.sub_re, Complex.re_ofReal_mul, Complex.ofReal_re] at h
    simp only [Pi.smul_apply, smul_eq_mul, ne_eq, OfNat.ofNat_ne_zero, not_false_eq_true,
      zero_pow, zero_mul, Complex.zero_re] at h
    linear_combination -h
  have h3 := mul_left_cancel₀ (pow_ne_zero 2 hR) h2
  rw [Complex.im_ofReal_mul, Complex.sub_im, Complex.mul_im, im0, im0] at h1
  rw [Complex.sub_im, Complex.star_def, Complex.conj_im, Complex.mul_im, Complex.I_re,
    Complex.I_im] at hc'
  linear_combination -2 * h1 - hc' - h3
```

Take $k=Ru$ with $|u|=1$, $R\ne0$ and energies $E_n=Rs_n$. The theorem states $R^2\Omega_a=-s_mu_a$.

The diagonal case of `gap_sq_mul` is $0=R^2(T_a)_{mm}-Ru_a\,Rs_m$, so the mean spin is $(T_a)_{mm}=s_mu_a$; this is `h3`. Write $P=(T_{a+1}T_{a+2})_{mm}$. Hermiticity makes $(T_{a+2}T_{a+1})_{mm}=\bar P$ (`hstar`), and the commutator gives
$$P-\bar P=2i\,\mathrm{Im}\,P=i(T_a)_{mm}=is_mu_a.$$
The subtracted product of diagonal elements is real, so $R^2\Omega_a=-2\,\mathrm{Im}\,P=-s_mu_a$.

## Flux through a sphere

```lean
/-- The unit vector with polar angle `θ` and azimuth `φ`. -/
def direction (θ φ : ℝ) : Fin 3 → ℝ :=
  ![Real.sin θ * Real.cos φ, Real.sin θ * Real.sin φ, Real.cos θ]
```

This is the unit vector $u(\theta,\varphi)$ in spherical coordinates.

```lean
/-- The outward Berry flux of state `m` through the sphere of radius `R`, divided by `2π`. -/
def chernNumber (S : Fin 3 → Matrix ι ι ℂ) (U : ℝ → ℝ → Matrix ι ι ℂ) (R : ℝ) (s : ι → ℝ)
    (m : ι) : ℝ :=
  1 / (2 * Real.pi) * ∫ θ in (0 : ℝ)..Real.pi, ∫ φ in (0 : ℝ)..(2 * Real.pi),
    (∑ a, berryCurvature S (U θ φ) (R • s) m a * direction θ φ a) * (R ^ 2 * Real.sin θ)
```

For a non-degenerate level the Chern number is this surface integral,
$$C_m=\frac1{2\pi}\int_0^\pi\! d\theta\int_0^{2\pi}\! d\varphi\;(\Omega\cdot u)\,R^2\sin\theta.$$

```lean
/-- On a sphere of radius `R` around `k = 0`, the outward Berry flux of the eigenstate `m` of `k·S`,
with energy `R s m`, divided by `2π` is `-2 s m`. -/
theorem chernNumber_eq {S : Fin 3 → Matrix ι ι ℂ} (hS : IsSpin S) {U : ℝ → ℝ → Matrix ι ι ℂ}
    {R : ℝ} (hR : 0 < R) {s : ι → ℝ}
    (hU : ∀ θ φ, IsEigenframe (hamiltonian S (R • direction θ φ)) (U θ φ) (R • s)) (m : ι) :
    chernNumber S U R s m = -2 * s m := by
  have h : ∀ θ φ, (∑ a, berryCurvature S (U θ φ) (R • s) m a * direction θ φ a) *
      (R ^ 2 * Real.sin θ) = -(s m) * Real.sin θ := by
    intro θ φ
    have hu : kSq (direction θ φ) = 1 := by
      rw [kSq, Fin.sum_univ_three]
      change (Real.sin θ * Real.cos φ) ^ 2 + (Real.sin θ * Real.sin φ) ^ 2 + Real.cos θ ^ 2 = 1
      linear_combination Real.sin θ ^ 2 * Real.sin_sq_add_cos_sq φ + Real.sin_sq_add_cos_sq θ
    have b := berryCurvature_monopole hS hu hR.ne' (hU θ φ) m
    rw [kSq, Fin.sum_univ_three] at hu
    rw [Fin.sum_univ_three]
    linear_combination Real.sin θ * (direction θ φ 0 * b 0 + direction θ φ 1 * b 1 +
      direction θ φ 2 * b 2) - s m * Real.sin θ * hu
  have hpi := Real.pi_ne_zero
  simp only [chernNumber, h, intervalIntegral.integral_const, smul_eq_mul, sub_zero,
    intervalIntegral.integral_const_mul, integral_sin, Real.cos_pi, Real.cos_zero]
  field_simp
  ring
```

Since $\Omega\cdot u=-s_m/R^2$, the integrand is $-s_m\sin\theta$. Its integral is $-4\pi s_m$, hence $C_m=-2s_m$. For a non-degenerate level this is its Chern number. If $g$ states share the energy, the Chern number of the level is the sum of their contributions, $-2gs_m$.

The hypothesis `hU` supplies an eigenframe at every pair of angles, always with the same energies $Rs_n$, so the label $m$ follows one level around the sphere. Such frames exist when the $s_n$ are the eigenvalues of $S_z$: a spin rotation carrying the $z$ axis to $u$ turns an orthonormal eigenbasis of $S_z$ into one.

## The frame in which $S_z$ is diagonal

```lean
/-- With `S 2` diagonal, the other two components connect only states whose entries `s` differ
by one. -/
theorem selection_rule {S : Fin 3 → Matrix ι ι ℂ} (hS : IsSpin S) {s : ι → ℝ}
    (hz : S 2 = diagonal (fun n => (s n : ℂ))) {a : Fin 3} (ha : a ≠ 2) {m n : ι}
    (h : S a m n ≠ 0) : s m - s n = 1 ∨ s m - s n = -1 := by
  have hD : hamiltonian S ![0, 0, 1] = diagonal (fun n => (s n : ℂ)) := by
    rw [← hz]; simp [hamiltonian, Fin.sum_univ_three]
  have hka : (![0, 0, 1] : Fin 3 → ℝ) a = 0 := by
    fin_cases a
    exacts [rfl, rfl, absurd rfl ha]
  have g := gap_sq_mul hS hD a m n
  have hk : kSq ![0, 0, 1] = 1 := by simp [kSq, Fin.sum_univ_three]
  rw [hka, hk, Complex.ofReal_zero, zero_mul, sub_zero, Complex.ofReal_one] at g
  have g' : ((s m : ℂ) - s n) ^ 2 = 1 := mul_right_cancel₀ h g
  have g'' : (s m - s n) ^ 2 = 1 := by exact_mod_cast g'
  have f : (s m - s n - 1) * (s m - s n + 1) = 0 := by linear_combination g''
  rcases mul_eq_zero.mp f with f | f
  · left; linarith
  · right; linarith
```

Let $S_2=\mathrm{diag}(s_n)$ and choose $k=(0,0,1)$. For $a=0$ or $1$ we have $k_a=0$, so `gap_sq_mul` becomes $(s_m-s_n)^2(S_a)_{mn}=(S_a)_{mn}$. A non-zero element therefore requires $s_m-s_n=\pm1$.

```lean
/-- With `S 2` diagonal, the curvature sum of `S 0` and `S 1` for state `m` equals `-s m`. -/
theorem curvature_sum_z {S : Fin 3 → Matrix ι ι ℂ} (hS : IsSpin S) {s : ι → ℝ}
    (hz : S 2 = diagonal (fun n => (s n : ℂ))) (m : ι) :
    -2 * (∑ n with s n ≠ s m, S 0 m n * S 1 n m / ((s m : ℂ) - s n) ^ 2).im = -s m := by
  have hU : IsEigenframe (hamiltonian S ((1 : ℝ) • ![0, 0, 1])) 1 ((1 : ℝ) • s) := by
    refine ⟨by simp, ?_⟩
    rw [one_smul, one_smul, ← hz]
    simp [hamiltonian, Fin.sum_univ_three]
  have h := berryCurvature_monopole hS (by simp [kSq, Fin.sum_univ_three]) one_ne_zero hU m 2
  have e : berryCurvature S 1 s m 2 =
      -2 * (∑ n with s n ≠ s m, S 0 m n * S 1 n m / ((s m : ℂ) - s n) ^ 2).im := by
    simp only [berryCurvature, inFrame, conjTranspose_one, Matrix.one_mul, Matrix.mul_one]
    rfl
  rw [one_smul, one_pow, one_mul, e] at h
  rw [h]
  simp
```

At the same $k$, the identity matrix is an eigenframe. Component $a=2$ of the monopole theorem, with $R=1$, reads
$$-2\,\mathrm{Im}\sum_{s_n\ne s_m}\frac{(S_0)_{mn}(S_1)_{nm}}{(s_m-s_n)^2}=-s_m.$$

```lean
/-- The spin-1/2 matrices. -/
def spinHalf : Fin 3 → Matrix (Fin 2) (Fin 2) ℂ :=
  ![!![0, 1 / 2; 1 / 2, 0], !![0, -Complex.I / 2; Complex.I / 2, 0], !![1 / 2, 0; 0, -1 / 2]]
```

These are half the Pauli matrices.

```lean
/-- The spin-1/2 matrices obey the angular-momentum algebra, and the third is diagonal with
entries `1/2` and `-1/2`. -/
theorem spinHalf_witness : IsSpin spinHalf ∧
    spinHalf 2 = diagonal (fun n => ((![1 / 2, -1 / 2] : Fin 2 → ℝ) n : ℂ)) := by
  refine ⟨⟨fun a => ?_, fun a => ?_⟩, ?_⟩
  · fin_cases a <;> ext i j <;> fin_cases i <;> fin_cases j <;> simp [spinHalf]
  · have c0 : spinHalf 1 * spinHalf 2 - spinHalf 2 * spinHalf 1 = Complex.I • spinHalf 0 := by
      ext i j; fin_cases i <;> fin_cases j <;> simp [spinHalf] <;> ring
    have c1 : spinHalf 2 * spinHalf 0 - spinHalf 0 * spinHalf 2 = Complex.I • spinHalf 1 := by
      ext i j; fin_cases i <;> fin_cases j <;>
        simp [spinHalf] <;> ring_nf <;> simp <;> norm_num
    have c2 : spinHalf 0 * spinHalf 1 - spinHalf 1 * spinHalf 0 = Complex.I • spinHalf 2 := by
      ext i j; fin_cases i <;> fin_cases j <;> simp [spinHalf] <;> ring
    fin_cases a
    exacts [c0, c1, c2]
  · ext i j; fin_cases i <;> fin_cases j <;> simp [spinHalf]

end

end SpinMonopole
```

Checking entries shows that they satisfy `IsSpin` and that $S_2$ has diagonal entries $\pm\tfrac12$. The assumptions of the two preceding theorems are thus met by a concrete system, whose curvature sums at $k=(0,0,1)$ are $\mp\tfrac12$.

```lean
#print axioms SpinMonopole.chernNumber_eq
-- 'SpinMonopole.chernNumber_eq' depends on axioms: [propext, Classical.choice, Quot.sound]
#print axioms SpinMonopole.selection_rule
-- 'SpinMonopole.selection_rule' depends on axioms: [propext, Classical.choice, Quot.sound]
#print axioms SpinMonopole.curvature_sum_z
-- 'SpinMonopole.curvature_sum_z' depends on axioms: [propext, Classical.choice, Quot.sound]
```
